# On a one-dimensional grid, exchange truncated at the pair density's extent D is exact for all even kernels if and only if the period is at least 2D + 1

Positions are integers, in units of the grid spacing. A real pair density ρ, such as the product of two real orbitals, occupies the sites 0, …, D, so D is the largest separation within it and it has D + 1 sites. Two points at signed separation d interact through a real kernel v(d), which is even: v(−d) = v(d). The kernel is cut off at a radius R, and the cell repeats with a period of L sites. All three lengths D, R and L are natural numbers.

```lean
import Mathlib

open Finset

namespace TruncatedExchange

noncomputable section
```

The truncated kernel keeps the boundary value at |d| = R:

v_R(d) = v(d) if |d| ≤ R, and v_R(d) = 0 otherwise.

```lean
/-- The kernel `v` cut off beyond the separation `R`. -/
def truncated (R : ℕ) (v : ℤ → ℝ) (d : ℤ) : ℝ :=
  if |d| ≤ (R : ℤ) then v d else 0
```

In a periodic cell, a charge interacts with another charge and with all of that charge's images. The kernel that acts there is

K(d) = Σ_n v_R(d + nL), with n running over all integers.

In Lean this is `periodized L (truncated R v)`. The symbol `∑'` returns 0 for a sum that doesn't converge, so convergence is proved separately below.

```lean
/-- The sum of a kernel over all periodic images, for a cell of `L` grid sites.
It is meant for kernels whose image sum converges. -/
def periodized (L : ℕ) (w : ℤ → ℝ) (d : ℤ) : ℝ :=
  ∑' n : ℤ, w (d + n * (L : ℤ))
```

The energy of a pair density with itself through a kernel w is

E_w[ρ] = Σ_i Σ_j ρ_i ρ_j w(i − j), with i and j running from 0 to D.

This is one term of an exchange energy, without its sign and prefactor and without the sum over orbital pairs. The type `Fin (D + 1) → ℝ` builds the support into the density: there are no other sites on which it could be nonzero. The density needn't be positive or normalised.

```lean
/-- The interaction energy of a real pair density on the sites `0, ..., D`
with itself through the kernel `w`. -/
def pairEnergy {D : ℕ} (w : ℤ → ℝ) (ρ : Fin (D + 1) → ℝ) : ℝ :=
  ∑ i, ∑ j, ρ i * ρ j * w (((i : ℕ) : ℤ) - ((j : ℕ) : ℤ))
```

## Exactness for every kernel and every density

Truncation is called exact for given D, R and L if

E_K[ρ] = E_v[ρ] for every even v and every ρ on 0, …, D.

The right-hand side contains the full kernel v, so it is the energy of the isolated density. Both quantifiers belong to the definition. A particular kernel can do better: the zero kernel, for instance, is exact in any cell.

```lean
/-- Truncation at `R` in a cell of period `L` is exact for extent `D` if the periodic energy
equals the isolated energy for every even kernel and every pair density on `0, ..., D`. -/
def IsExact (D R L : ℕ) : Prop :=
  ∀ v : ℤ → ℝ, (∀ d, v (-d) = v d) → ∀ ρ : Fin (D + 1) → ℝ,
    pairEnergy (periodized L (truncated R v)) ρ = pairEnergy v ρ
```

The result bears on hybrid-functional calculations in periodic cells, where truncating the interaction can remove spurious exchange between images if the cell is large enough; here it is established for real pair densities of strictly finite extent on a one-dimensional grid. The model has no k-points and no complex pair densities, and its kernel is finite at d = 0, unlike the bare Coulomb interaction. Orbital tails that reach beyond D would need an error estimate, which the model doesn't supply.

## Only finitely many images are within reach

Suppose the image n contributes at separation d. Then |d + nL| ≤ R, and the triangle inequality gives

|n| L ≤ |d| + R.

Since L ≥ 1, it follows that |n| ≤ |d| + R. The image sum therefore has finitely many nonzero terms and converges for every kernel v, however slowly v itself decays.

`HasSum` states both the convergence and the value, a finite sum over the interval `Icc` of these n. The proof takes an n outside the interval and assumes that its term survives the cutoff. The two `nlinarith` calls, one for each sign of n, then derive a contradiction from the product of |n| and L − 1, which is nonnegative.

```lean
/-- For a cell of at least one site, the image sum of a truncated kernel converges,
and only finitely many images contribute. -/
theorem hasSum_images {L : ℕ} (hL : 0 < L) (R : ℕ) (v : ℤ → ℝ) (d : ℤ) :
    HasSum (fun n : ℤ => truncated R v (d + n * (L : ℤ)))
      (∑ n ∈ Icc (-(|d| + (R : ℤ))) (|d| + (R : ℤ)), truncated R v (d + n * (L : ℤ))) := by
  apply hasSum_sum_of_ne_finset_zero
  intro n hn
  refine if_neg fun h => hn ?_
  obtain ⟨h1, h2⟩ := abs_le.mp h
  have hL' : (0 : ℤ) ≤ (L : ℤ) - 1 := by omega
  have hd1 := le_abs_self d
  have hd2 := neg_abs_le d
  have hd0 := abs_nonneg d
  have hR : (0 : ℤ) ≤ (R : ℤ) := Int.natCast_nonneg R
  rw [Finset.mem_Icc]
  constructor
  · by_contra hc
    have hn0 : 0 ≤ -n := by linarith [not_le.mp hc]
    nlinarith [mul_nonneg hn0 hL', not_le.mp hc]
  · by_contra hc
    have hn0 : 0 ≤ n := by linarith [not_le.mp hc]
    nlinarith [mul_nonneg hn0 hL', not_le.mp hc]
```

## A large enough cell leaves only the home image

Let D ≤ R and R + D < L, and take a separation with |d| ≤ D. For n ≥ 1,

d + nL ≥ L − D > R,

and for n ≤ −1,

d + nL ≤ D − L < −R.

Every image other than n = 0 is cut off. The home image survives, because |d| ≤ D ≤ R, and so K(d) = v(d).

In the code, `hz` is the pair of inequalities and `hhome` is the surviving term. `hasSum_single` then evaluates a sum with a single nonzero term. Evenness of v plays no part here.

```lean
/-- If the truncation radius covers the extent `D` and the cell exceeds `R + D`, the periodic
kernel agrees with the bare kernel at every separation up to `D`. -/
theorem periodized_eq {D R L : ℕ} (hR : D ≤ R) (hL : R + D < L) (v : ℤ → ℝ)
    {d : ℤ} (hd : |d| ≤ (D : ℤ)) : periodized L (truncated R v) d = v d := by
  obtain ⟨hd1, hd2⟩ := abs_le.mp hd
  have hL' : (R : ℤ) + D < L := by exact_mod_cast hL
  have hL0 : (0 : ℤ) ≤ L := Int.natCast_nonneg L
  -- every image other than the home cell lies outside the truncation radius
  have hz : ∀ n : ℤ, n ≠ 0 → truncated R v (d + n * (L : ℤ)) = 0 := by
    intro n hn
    refine if_neg fun h => ?_
    obtain ⟨h1, h2⟩ := abs_le.mp h
    rcases lt_or_gt_of_ne hn with hneg | hpos
    · have hn1 : 0 ≤ -n - 1 := by omega
      nlinarith [mul_nonneg hn1 hL0]
    · have hn1 : 0 ≤ n - 1 := by omega
      nlinarith [mul_nonneg hn1 hL0]
  have hhome : truncated R v (d + 0 * (L : ℤ)) = v d := by
    rw [zero_mul, add_zero]
    exact if_pos (hd.trans (by exact_mod_cast hR))
  exact (hasSum_single (0 : ℤ) hz).tsum_eq.trans hhome
```

## The uniform density detects a one-sided error

For the converse, a kernel error has to show up in an energy. Take ρ_i = 1 on all sites, and let v and w be two kernels with v(d) ≤ w(d) for |d| ≤ D and v(−D) < w(−D). Then

E_w[ρ] − E_v[ρ] = Σ_i Σ_j [w(i − j) − v(i − j)] ≥ w(−D) − v(−D) > 0.

No term in the double sum is negative, and the term i = 0, j = D is the one kept in the bound. The density normalised to total weight 1 has ρ_i = 1/(D + 1), which divides both energies by (D + 1)² and leaves the strict inequality intact.

The proof applies `Finset.sum_lt_sum` twice, first to the sum over i and then to the sum over j. The strict term is the one with the indices `0` and `Fin.last D`. For D = 0 these are the same site, and the argument still holds.

```lean
/-- If one kernel is nowhere below another at separations up to `D`, and is larger at `-D`,
then it gives the uniform density on `0, ..., D` a larger energy. -/
theorem pairEnergy_lt {D : ℕ} {v w : ℤ → ℝ} (h : ∀ d : ℤ, |d| ≤ (D : ℤ) → v d ≤ w d)
    (hs : v (-(D : ℤ)) < w (-(D : ℤ))) :
    pairEnergy v (fun _ : Fin (D + 1) => 1) < pairEnergy w (fun _ : Fin (D + 1) => 1) := by
  have hle : ∀ i j : Fin (D + 1), v (((i : ℕ) : ℤ) - ((j : ℕ) : ℤ)) ≤
      w (((i : ℕ) : ℤ) - ((j : ℕ) : ℤ)) := by
    intro i j
    apply h
    have hi := i.isLt
    have hj := j.isLt
    rw [abs_le]
    constructor <;> omega
  unfold pairEnergy
  simp only [one_mul]
  apply Finset.sum_lt_sum
  · intro i _
    exact Finset.sum_le_sum fun j _ => hle i j
  · -- the two ends of the density have separation `-D`
    refine ⟨0, Finset.mem_univ _, Finset.sum_lt_sum (fun j _ => hle 0 j)
      ⟨Fin.last D, Finset.mem_univ _, ?_⟩⟩
    simpa using hs
```

## A cutoff shorter than the density loses interaction

Suppose R < D. Choose the even kernel

v(d) = 0 for |d| ≤ R, and v(d) = 1 for |d| > R.

Truncation removes all of it, so K = 0 and the periodic energy vanishes. The two ends of the density are farther apart than R, however, so the isolated energy of the uniform density is positive. An exact truncation must therefore have D ≤ R, whatever the period.

In Lean, `ht` and `hz` show that the truncated and the periodic kernel vanish, and `hfar` says that the separation −D lies beyond the cutoff. `pairEnergy_lt` then gives a strict inequality between two energies that exactness would make equal.

```lean
/-- An exact truncation has a radius no shorter than the extent of the density. -/
theorem le_radius_of_isExact {D R L : ℕ} (h : IsExact D R L) : D ≤ R := by
  by_contra hc
  -- a kernel that acts only beyond the truncation radius is lost entirely
  obtain ⟨v, hv⟩ : ∃ v : ℤ → ℝ, ∀ d, v d = if |d| ≤ (R : ℤ) then 0 else 1 :=
    ⟨fun d => if |d| ≤ (R : ℤ) then 0 else 1, fun _ => rfl⟩
  have ht : ∀ d, truncated R v d = 0 := by
    intro d
    unfold truncated
    rw [hv]
    split_ifs <;> rfl
  have hz : ∀ d, periodized L (truncated R v) d = 0 := by
    intro d
    simp [periodized, ht]
  have hfar : ¬ |(-(D : ℤ))| ≤ (R : ℤ) := by
    rw [abs_neg, Nat.abs_cast]
    omega
  refine (pairEnergy_lt (D := D) (v := periodized L (truncated R v)) (w := v) ?_ ?_).ne
    (h v (fun d => by rw [hv, hv, abs_neg]) _)
  · intro d _
    rw [hz, hv]
    split_ifs <;> norm_num
  · rw [hz, hv, if_neg hfar]
    exact one_pos
```

## The criterion for a general radius

The remaining failure is a cell that is too small. Let D ≤ R, but L ≤ R + D, and take the constant kernel v = 1. Every term of the image sum is then 0 or 1. For |d| ≤ D the home image contributes 1, so K(d) ≥ 1. At d = −D, the image n = 1 lies at L − D, and

−R ≤ −D < L − D ≤ R,

so it contributes as well, and K(−D) ≥ 2. The periodic kernel is nowhere too small up to D and is too large at −D, and the uniform density therefore has too large a periodic energy. Together with the two previous steps this proves, for L ≥ 1,

exact ⇔ D ≤ R and R + D < L.

The two lower bounds on K come from `sum_le_hasSum`, which bounds a convergent sum of nonnegative terms from below by a finite part of it: first the image {0}, then the images {0, 1}. In the other direction, the proof goes through the double sum term by term. Each separation i − j lies between −D and D, so `periodized_eq` replaces K by v there.

```lean
/-- For a cell of at least one site, truncation at `R` is exact for pair densities on
`0, ..., D` if and only if `R` is at least `D` and the period exceeds `R + D`. -/
theorem isExact_iff {D R L : ℕ} (hL : 0 < L) : IsExact D R L ↔ D ≤ R ∧ R + D < L := by
  constructor
  · intro h
    have hR := le_radius_of_isExact h
    refine ⟨hR, ?_⟩
    by_contra hc
    -- in a cell that is too small, the constant kernel is counted more than once
    have hsum : ∀ d : ℤ, HasSum (fun n : ℤ => truncated R (fun _ => 1) (d + n * (L : ℤ)))
        (periodized L (truncated R fun _ => 1) d) :=
      fun d => (hasSum_images hL R (fun _ => 1) d).summable.hasSum
    have hpos : ∀ d : ℤ, 0 ≤ truncated R (fun _ => 1) d := by
      intro d
      unfold truncated
      split_ifs <;> norm_num
    have hone : ∀ d : ℤ, |d| ≤ (R : ℤ) → truncated R (fun _ => 1) d = 1 :=
      fun d hd => if_pos hd
    refine (pairEnergy_lt (D := D) (v := fun _ => 1)
      (w := periodized L (truncated R fun _ => 1)) ?_ ?_).ne' (h (fun _ => 1) (fun _ => rfl) _)
    · intro d hd
      have h1 := sum_le_hasSum {(0 : ℤ)} (fun n _ => hpos _) (hsum d)
      rw [Finset.sum_singleton, hone _ (by rw [zero_mul, add_zero]; omega)] at h1
      exact h1
    · have h2 := sum_le_hasSum {(0 : ℤ), 1} (fun n _ => hpos _) (hsum (-(D : ℤ)))
      rw [Finset.sum_pair (by norm_num),
        hone _ (by rw [zero_mul, add_zero, abs_le]; constructor <;> omega),
        hone _ (by rw [one_mul, abs_le]; constructor <;> omega)] at h2
      linarith
  · rintro ⟨hR, hRL⟩ v _ ρ
    unfold pairEnergy
    refine Finset.sum_congr rfl fun i _ => Finset.sum_congr rfl fun j _ => ?_
    have hi := i.isLt
    have hj := j.isLt
    rw [periodized_eq hR hRL v (by rw [abs_le]; constructor <;> omega)]
```

## Cutting at the extent requires a period of at least 2D + 1

With R = D, the first condition holds automatically and the second becomes 2D < L. For integers this is

L ≥ 2D + 1.

```lean
/-- For a cell of at least one site, truncation at the extent `D` of the density is exact
if and only if the period is at least `2 D + 1`. -/
theorem isExact_extent_iff {D L : ℕ} (hL : 0 < L) : IsExact D D L ↔ 2 * D + 1 ≤ L := by
  rw [isExact_iff hL]
  omega
```

A different radius doesn't allow a smaller cell. If any R is exact, then D ≤ R and R + D < L, and hence 2D < L. Conversely, once L ≥ 2D + 1, the choice R = D works. The theorem states this as an equivalence: its left side says that some exact radius exists for the given period.

```lean
/-- A cell of at least one site admits some exact truncation radius for extent `D`
if and only if its period is at least `2 D + 1`. -/
theorem exists_radius_iff {D L : ℕ} (hL : 0 < L) :
    (∃ R, IsExact D R L) ↔ 2 * D + 1 ≤ L := by
  constructor
  · rintro ⟨R, h⟩
    have h' := (isExact_iff hL).mp h
    omega
  · exact fun h => ⟨D, (isExact_extent_iff hL).mpr h⟩
```

## One site too few doubles the end-to-end interaction

Let L = 2D with D ≥ 1, and cut at R = D. At separation D, the image n lies at

D + 2nD = (2n + 1) D.

Its distance is D for n = 0 and n = −1, and at least 3D for every other n. Both surviving images sit exactly on the cutoff, which the convention |d| ≤ R includes, and evenness gives

K(D) = v(D) + v(−D) = 2 v(D).

The smallest cases show the effect directly. For D = 0 the density is a single site, and with R = 0 every cell with L ≥ 1 is exact. For D = 1 and R = 1 the isolated energy is

E_v[ρ] = (ρ_0² + ρ_1²) v(0) + 2 ρ_0 ρ_1 v(1).

A cell of three sites reproduces it. A cell of two sites gives 4 ρ_0 ρ_1 v(1) in the last term. For the normalised uniform density, ρ_0 = ρ_1 = 1/2, the energy changes from v(0)/2 + v(1)/2 to v(0)/2 + v(1).

In the proof for general D, `hz` removes all images except 0 and −1, `h0` and `h1` compute where these two lie, and `ha` and `hb` confirm that the cutoff keeps them. The hypothesis `hv` is the evenness that turns v(−D) into v(D).

```lean
/-- In a cell of period `2 D` with `D ≥ 1`, an even kernel truncated at `D` is counted
twice at the separation `D`. -/
theorem periodized_borderline {D : ℕ} (hD : 0 < D) (v : ℤ → ℝ) (hv : ∀ d, v (-d) = v d) :
    periodized (2 * D) (truncated D v) (D : ℤ) = 2 * v (D : ℤ) := by
  have hD' : (0 : ℤ) < D := by exact_mod_cast hD
  have hc : ((2 * D : ℕ) : ℤ) = 2 * (D : ℤ) := by push_cast; ring
  -- only the home image and its left neighbour are within reach
  have hz : ∀ n ∉ ({0, -1} : Finset ℤ),
      truncated D v ((D : ℤ) + n * ((2 * D : ℕ) : ℤ)) = 0 := by
    intro n hn
    simp only [Finset.mem_insert, Finset.mem_singleton, not_or] at hn
    refine if_neg fun h => ?_
    rw [hc] at h
    obtain ⟨h1, h2⟩ := abs_le.mp h
    rcases lt_or_gt_of_ne hn.1 with hneg | hpos
    · have hn2 : 0 ≤ -n - 2 := by omega
      nlinarith [mul_nonneg hn2 hD'.le]
    · have hn1 : 0 ≤ n - 1 := by omega
      nlinarith [mul_nonneg hn1 hD'.le]
  have h0 : (D : ℤ) + 0 * ((2 * D : ℕ) : ℤ) = D := by ring
  have h1 : (D : ℤ) + (-1) * ((2 * D : ℕ) : ℤ) = -(D : ℤ) := by rw [hc]; ring
  have ha : truncated D v (D : ℤ) = v D := if_pos (by rw [Nat.abs_cast])
  have hb : truncated D v (-(D : ℤ)) = v (-(D : ℤ)) :=
    if_pos (by rw [abs_neg, Nat.abs_cast])
  refine (hasSum_sum_of_ne_finset_zero hz).tsum_eq.trans ?_
  rw [Finset.sum_pair (by norm_num), h0, h1, ha, hb, hv]
  ring

end

end TruncatedExchange
```

```lean
#print axioms TruncatedExchange.isExact_extent_iff
#print axioms TruncatedExchange.exists_radius_iff
#print axioms TruncatedExchange.periodized_borderline
```

```
'TruncatedExchange.isExact_extent_iff' depends on axioms: [propext, Classical.choice, Quot.sound]
'TruncatedExchange.exists_radius_iff' depends on axioms: [propext, Classical.choice, Quot.sound]
'TruncatedExchange.periodized_borderline' depends on axioms: [propext, Classical.choice, Quot.sound]
```
